# Colourless and black-white magnetic groups over \(G\) correspond to subgroups of \(G\) of index 1 or 2

To list the possible symmetry groups of a magnetic structure whose spatial operations form a known group \(G\), one finds the subgroups of \(G\) of index 2 and, for each of them, combines every operation outside it with time reversal. The ordinary group, with no time reversal anywhere, completes the list, provided that time reversal by itself is not a symmetry. For the point group \(mm2\), with operations \(1, m_x, m_y, 2_z\), the subgroups of index 2 are \(\{1,2_z\}\), \(\{1,m_x\}\) and \(\{1,m_y\}\). They give the black-white groups \(m'm'2\), \(mm'2'\) and \(m'm2'\), where a prime marks an operation combined with time reversal.

Among groups made of spatial operations with or without time reversal, the list is complete and free of repetitions because of a bijection that holds for every group \(G\), finite or infinite. It compares subgroups themselves: tables that identify groups differing only by a relabelling of axes count the last two groups above as one.

## From signs to subgroups and back

Let \(M\) be a subgroup of \(G\times\{1,-1\}\). The element \((g,1)\) is the unprimed operation \(g\), and \((g,-1)\) is the same operation combined with time reversal. Write
\[
U(M)=\{g\in G : (g,1)\in M\}
\]
for the subgroup of unprimed elements. The claim is that \(M\mapsto U(M)\) is a bijection from the subgroups \(M\) for which the projection \((g,s)\mapsto g\), from \(M\) to \(G\), is bijective, to the subgroups of \(G\) of index 1 or 2.

**Each operation has one sign.** If the projection is bijective, it is onto, and \((1,-1)\) is not in \(M\), since it would have the same image as the identity \((1,1)\). Conversely, suppose that the projection is onto and \((1,-1)\notin M\). If both \((g,1)\) and \((g,-1)\) were in \(M\), then so would be
\[
(g,1)^{-1}(g,-1)=(1,-1),
\]
a contradiction. The projection is therefore injective as well. It follows that \((g,-1)\in M\) exactly when \(g\notin U(M)\).

**Products obey a parity rule.** For such an \(M\), the product \(gh\) lies in \(U(M)\) exactly when \(g\) and \(h\) are both in \(U(M)\) or both outside it. If one factor is in the subgroup \(U(M)\), the product is in it exactly when the other factor is. If neither is, then \((g,-1)(h,-1)=(gh,1)\in M\).

**The index is 1 or 2.** If \(U(M)=G\), the index is 1. Otherwise choose \(a\notin U(M)\). For any \(b\notin U(M)\) the parity rule gives \(ba\in U(M)\), so \(b\in U(M)a^{-1}\). Thus \(U(M)\) and \(U(M)a^{-1}\) are the only two cosets.

**The unprimed elements determine \(M\).** Since every operation outside \(U(M)\) occurs primed,
\[
M=\{(g,1):g\in U(M)\}\cup\{(g,-1):g\notin U(M)\}.
\]

**Every subgroup of index 1 or 2 occurs.** Given such a subgroup \(H\), let \(M_H\) consist of the pairs \((g,s)\) for which \(s=1\) exactly when \(g\in H\). The parity rule holds for \(H\) too. This is clear for \(H=G\). For index 2, if \(a,b\notin H\), then \(a^{-1}H\) and \(bH\) are both the one left coset other than \(H\), so they coincide and \(ab\in H\); the cases with a factor in \(H\) are as before. Signs follow the same rule: \(st=1\) exactly when \(s\) and \(t\) are both \(1\) or both \(-1\). Hence \(M_H\) is closed under products. It contains the identity and is closed under inverses, because \(s^{-1}=s\) and \(a^{-1}\in H\) exactly when \(a\in H\). Each \(g\) occurs in \(M_H\) with exactly one sign, and \(U(M_H)=H\).

## Signed operations in Lean

The group `G` is arbitrary: it may be a point group, a space group or any other group.

```lean
import Mathlib

open Function

namespace MagneticGroups

variable {G : Type*} [Group G]
```

Time reversal is modelled by `ℤˣ`, the invertible integers, which are \(1\) and \(-1\). The direct product `G × ℤˣ` makes it commute with every spatial operation and square to the identity. That is its action on positions and magnetic moments. Its action on half-integer spin states, where its square is \(-1\), and the corepresentations of magnetic groups are not covered.

```lean
/-- A set of spatial operations with time-reversal signs forms a colourless or black-white group
over `G` if it is a subgroup in which each element of `G` occurs with exactly one sign. -/
def IsMagneticGroup (M : Subgroup (G × ℤˣ)) : Prop :=
  Bijective (fun m : M => (m : G × ℤˣ).1)
```

The predicate `IsMagneticGroup M` states that the projection is bijective. Physically, this excludes pure time reversal as a symmetry, which would force a magnetisation density to equal its own negative everywhere. When \(G\) is a space group, time reversal combined with a non-trivial translation remains allowed. Dropping the translations turns such an operation into \((1,-1)\), so the magnetic point group of a structure with this symmetry does not satisfy the predicate. The predicate does not assert that some arrangement of moments realises the group.

```lean
/-- The unprimed elements: spatial operations that occur in `M` without time reversal. -/
def unprimed (M : Subgroup (G × ℤˣ)) : Subgroup G :=
  M.comap (MonoidHom.inl G ℤˣ)
```

This is \(U(M)\), defined as the preimage of `M` under the homomorphism \(g\mapsto(g,1)\), which Mathlib calls `MonoidHom.inl`. A preimage of a subgroup under a homomorphism is a subgroup, so closure needs no separate proof.

## One sign for each operation

The first lemma is the calculation \((g,1)^{-1}(g,-1)=(1,-1)\), followed by closure of `M` under inverses and products.

```lean
/-- If an operation occurs both with and without time reversal, then pure time reversal
belongs to the group. -/
theorem timeReversal_mem {M : Subgroup (G × ℤˣ)} {g : G}
    (h₁ : (g, 1) ∈ M) (h₂ : (g, -1) ∈ M) : ((1, -1) : G × ℤˣ) ∈ M := by
  have e : ((g, 1) : G × ℤˣ)⁻¹ * (g, -1) = (1, -1) :=
    Prod.ext (by simp) (by simp)
  rw [← e]
  exact M.mul_mem (M.inv_mem h₁) h₂
```

The next theorem replaces bijectivity by two conditions that are easier to use. In the forward direction, injectivity identifies the elements \((1,-1)\) and \((1,1)\) of `M`, and comparing their signs gives the false equation \(-1=1\). In the reverse direction, two elements with the same spatial part are compared through the four possible pairs of signs. Equal signs give equal elements, and unequal signs contradict the absence of pure time reversal.

```lean
/-- The projection to `G` is bijective exactly when every spatial operation occurs and pure
time reversal does not. -/
theorem isMagneticGroup_iff (M : Subgroup (G × ℤˣ)) :
    IsMagneticGroup M ↔ (∀ g : G, ∃ s : ℤˣ, (g, s) ∈ M) ∧ ((1, -1) : G × ℤˣ) ∉ M := by
  constructor
  · intro h
    refine ⟨fun g => ?_, fun hm => ?_⟩
    · obtain ⟨⟨⟨a, s⟩, hm⟩, rfl⟩ := h.2 g
      exact ⟨s, hm⟩
    · -- pure time reversal and the identity have the same spatial part
      have h₁ : (⟨(1, -1), hm⟩ : M) = ⟨(1, 1), M.one_mem⟩ := h.1 rfl
      have h₂ : (-1 : ℤˣ) = 1 := congrArg (fun m : M => (m : G × ℤˣ).2) h₁
      exact absurd h₂ (by decide)
  · rintro ⟨hs, hn⟩
    refine ⟨?_, fun g => ?_⟩
    · rintro ⟨⟨a, s⟩, ha⟩ ⟨⟨b, t⟩, hb⟩ hab
      have hab' : a = b := hab
      subst hab'
      rcases Int.units_eq_one_or s with rfl | rfl <;>
        rcases Int.units_eq_one_or t with rfl | rfl
      · rfl
      · exact absurd (timeReversal_mem ha hb) hn
      · exact absurd (timeReversal_mem hb ha) hn
      · rfl
    · obtain ⟨s, hm⟩ := hs g
      exact ⟨⟨(g, s), hm⟩, rfl⟩
```

Primed operations are then exactly those outside `unprimed M`. Surjectivity supplies some sign for `g`; if `g` is not unprimed, that sign must be \(-1\).

```lean
/-- In a colourless or black-white group an operation occurs primed exactly when it is not
an unprimed element. -/
theorem primed_iff {M : Subgroup (G × ℤˣ)} (hM : IsMagneticGroup M) (g : G) :
    (g, -1) ∈ M ↔ g ∉ unprimed M := by
  obtain ⟨hs, hn⟩ := (isMagneticGroup_iff M).mp hM
  constructor
  · exact fun h₂ h₁ => hn (timeReversal_mem h₁ h₂)
  · intro h
    obtain ⟨s, hm⟩ := hs g
    rcases Int.units_eq_one_or s with rfl | rfl
    · exact absurd hm h
    · exact hm
```

## Parity and index 2

The parity rule is written as a nested equivalence: `g ∈ unprimed M ↔ h ∈ unprimed M` is true when both memberships hold and when both fail. The proof splits into the same cases as the derivation by hand, and in the last one the two time reversals cancel.

```lean
/-- In a colourless or black-white group a product of two operations is unprimed exactly when both
factors are unprimed or both are primed. -/
theorem mul_unprimed_iff {M : Subgroup (G × ℤˣ)} (hM : IsMagneticGroup M) (g h : G) :
    g * h ∈ unprimed M ↔ (g ∈ unprimed M ↔ h ∈ unprimed M) := by
  by_cases hg : g ∈ unprimed M
  · rw [Subgroup.mul_mem_cancel_left _ hg]
    tauto
  · by_cases hh : h ∈ unprimed M
    · rw [Subgroup.mul_mem_cancel_right _ hh]
      tauto
    · -- two time reversals cancel
      have hp : (g * h, (1 : ℤˣ)) ∈ M := by
        simpa using M.mul_mem ((primed_iff hM g).mpr hg) ((primed_iff hM h).mpr hh)
      exact ⟨fun _ => by tauto, fun _ => hp⟩
```

The argument turns on Mathlib's `Subgroup.index_eq_two_iff`, which expresses index 2 without mentioning cosets. It says that \(H\) has index 2 exactly when there is an element \(a\) such that, for every \(b\), exactly one of \(ba\in H\) and \(b\in H\) holds. Right multiplication by \(a\) thus exchanges the inside and the outside of \(H\). For a magnetic group any primed operation serves as \(a\), and the parity rule supplies the exchange. No elements are counted, so the argument applies equally to infinite groups.

```lean
/-- The unprimed elements of a colourless or black-white group form a subgroup of `G` of
index 1 or 2. -/
theorem unprimed_index {M : Subgroup (G × ℤˣ)} (hM : IsMagneticGroup M) :
    (unprimed M).index = 1 ∨ (unprimed M).index = 2 := by
  by_cases h : ∀ g, g ∈ unprimed M
  · exact Or.inl (Subgroup.index_eq_one.mpr ((Subgroup.eq_top_iff' _).mpr h))
  · obtain ⟨a, ha⟩ := not_forall.mp h
    -- multiplication by a primed operation exchanges primed and unprimed
    refine Or.inr (Subgroup.index_eq_two_iff.mpr ⟨a, fun b => ?_⟩)
    have hab := mul_unprimed_iff hM b a
    by_cases hb : b ∈ unprimed M
    · exact Or.inr ⟨hb, by tauto⟩
    · exact Or.inl ⟨by tauto, hb⟩
```

The proof first asks whether every operation is unprimed. If so, the index is 1. If not, it chooses `a` outside `unprimed M` and applies the criterion, with `tauto` drawing the propositional consequences of the parity rule.

The reverse construction is \(M_H\). Its carrier condition `p.2 = 1 ↔ p.1 ∈ H` assigns the sign \(1\) inside `H` and \(-1\) outside.

```lean
/-- The group obtained from a subgroup `H` of index 1 or 2 by attaching time reversal to
exactly the operations outside `H`. -/
def primeOutside (H : Subgroup G) (hH : H.index = 1 ∨ H.index = 2) : Subgroup (G × ℤˣ) where
  carrier := {p | p.2 = 1 ↔ p.1 ∈ H}
  one_mem' := ⟨fun _ => H.one_mem, fun _ => rfl⟩
  mul_mem' := by
    rintro ⟨a, s⟩ ⟨b, t⟩ (ha : s = 1 ↔ a ∈ H) (hb : t = 1 ↔ b ∈ H)
    change s * t = 1 ↔ a * b ∈ H
    have hst : s * t = 1 ↔ (s = 1 ↔ t = 1) := by
      rcases Int.units_eq_one_or s with rfl | rfl <;>
        rcases Int.units_eq_one_or t with rfl | rfl <;> decide
    have hab : a * b ∈ H ↔ (a ∈ H ↔ b ∈ H) := by
      rcases hH with h | h
      · simp [Subgroup.index_eq_one.mp h]
      · exact Subgroup.mul_mem_iff_of_index_two h
    rw [hst, hab, ha, hb]
  inv_mem' := by
    rintro ⟨a, s⟩ (ha : s = 1 ↔ a ∈ H)
    change s⁻¹ = 1 ↔ a⁻¹ ∈ H
    rw [inv_eq_one, H.inv_mem_iff, ha]
```

Closure under products combines two parity rules, `hst` for signs and `hab` for membership in `H`. The first is checked on the four pairs of signs. The second comes from `Subgroup.mul_mem_iff_of_index_two` when the index is 2.

The hypothesis on the index is needed here. Take \(G=\{1,r,r^2\}\), the rotations of a threefold axis, and \(H=\{1\}\), which has index 3. Priming everything outside \(H\) gives \(\{(1,1),(r,-1),(r^2,-1)\}\). This is not a subgroup, because \((r,-1)(r,-1)=(r^2,1)\) is missing.

## The bijection

`Set.BijOn` takes a map and two sets and makes three statements: the map sends the first set into the second, is injective on the first, and reaches every element of the second. Here the map is `unprimed`, the first set contains the magnetic groups in the sense of `IsMagneticGroup`, and the second contains the subgroups of index 1 or 2.

```lean
/-- Classification of colourless and black-white groups: taking the unprimed elements is a
bijection from the subgroups of `G × {1, -1}` that project bijectively onto `G` to the
subgroups of `G` of index 1 or 2. -/
theorem magnetic_classification :
    Set.BijOn (unprimed (G := G)) {M | IsMagneticGroup M}
      {H | H.index = 1 ∨ H.index = 2} := by
  refine ⟨fun M hM => unprimed_index hM, ?_, ?_⟩
  · -- the unprimed elements determine the primed ones
    intro M hM N hN h
    have hg : ∀ g, g ∈ unprimed M ↔ g ∈ unprimed N := SetLike.ext_iff.mp h
    ext ⟨g, s⟩
    rcases Int.units_eq_one_or s with rfl | rfl
    · exact hg g
    · exact (primed_iff hM g).trans ((not_congr (hg g)).trans (primed_iff hN g).symm)
  · intro H hH
    refine ⟨primeOutside H hH, (isMagneticGroup_iff _).mpr ⟨fun g => ?_, fun h => ?_⟩, ?_⟩
    · by_cases hg : g ∈ H
      · exact ⟨1, ⟨fun _ => hg, fun _ => rfl⟩⟩
      · have hne : ¬(-1 : ℤˣ) = 1 := by decide
        exact ⟨-1, ⟨fun h => absurd h hne, fun h => absurd h hg⟩⟩
    · have h' : (-1 : ℤˣ) = 1 := h.mpr H.one_mem
      exact absurd h' (by decide)
    · ext g
      exact ⟨fun h => h.mp rfl, fun h => ⟨fun _ => h, fun _ => rfl⟩⟩
```

The first statement is `unprimed_index`. For injectivity, two magnetic groups with the same unprimed elements are compared sign by sign: the sign \(1\) is immediate, and for \(-1\) the lemma `primed_iff` translates membership into absence from the unprimed subgroup. For surjectivity, `primeOutside H hH` is the required group. The proof checks that every `g` occurs in it, that pure time reversal does not, and that its unprimed elements are exactly `H`.

For symmetry analysis in magnetic electronic-structure calculations, this reduces the enumeration of candidate groups to finding subgroups of index 2, as long as the spatial group is fixed, pure time reversal is excluded and the symmetries considered are spatial operations with or without time reversal. Separate rotations of the spins, which can be further symmetries when spin-orbit coupling is neglected, are not included. If magnetic order lowers the spatial symmetry, the enumeration applies to the smaller group.

## Black-white groups, grey groups and odd order

Index 2 is the black-white case. If no operation were primed, all would be unprimed and the index would be 1. Conversely, a primed operation lies outside the unprimed subgroup, which rules out index 1 and leaves 2.

```lean
/-- In a colourless or black-white group the unprimed subgroup has index 2 exactly when some
operation occurs combined with time reversal. -/
theorem blackWhite_iff {M : Subgroup (G × ℤˣ)} (hM : IsMagneticGroup M) :
    (unprimed M).index = 2 ↔ ∃ g : G, (g, -1) ∈ M := by
  constructor
  · intro h
    by_contra hn
    have ht : unprimed M = ⊤ := (Subgroup.eq_top_iff' _).mpr fun g => by
      by_contra hg
      exact hn ⟨g, (primed_iff hM g).mpr hg⟩
    have h₁ := Subgroup.index_eq_one.mpr ht
    omega
  · rintro ⟨g, hg⟩
    refine (unprimed_index hM).resolve_left fun h => (primed_iff hM g).mp hg ?_
    rw [Subgroup.index_eq_one.mp h]
    exact Subgroup.mem_top g
```

If a subgroup of \(G\times\{1,-1\}\) contains every spatial operation with some sign, the only alternative to a bijective projection is the grey group, the whole product. Once \((1,-1)\) belongs to `M`, multiplying \((g,t)\) by it gives \((g,-t)\), so both signs occur for every `g`. The proof runs through the possible signs and uses this product wherever the required one is missing.

```lean
/-- A subgroup of `G × {1, -1}` containing every spatial operation with some sign either
projects bijectively onto `G` or is the grey group, the whole of `G × {1, -1}`. -/
theorem magnetic_or_grey (M : Subgroup (G × ℤˣ)) (hs : ∀ g : G, ∃ s : ℤˣ, (g, s) ∈ M) :
    IsMagneticGroup M ∨ M = ⊤ := by
  by_cases h : ((1, -1) : G × ℤˣ) ∈ M
  · refine Or.inr ((Subgroup.eq_top_iff' _).mpr ?_)
    rintro ⟨g, s⟩
    obtain ⟨t, ht⟩ := hs g
    -- pure time reversal supplies the missing sign
    rcases Int.units_eq_one_or s with rfl | rfl <;>
      rcases Int.units_eq_one_or t with rfl | rfl <;>
      first
        | exact ht
        | simpa using M.mul_mem ht h
  · exact Or.inl ((isMagneticGroup_iff M).mpr ⟨hs, h⟩)
```

The grey group has all of \(G\) as its unprimed elements, just as the colourless group does. The map `unprimed` would therefore not be injective if grey groups were admitted.

When \(G\) has odd order, a group that projects bijectively onto \(G\) has no primed operations. A primed operation would make the index 2, and the index of a subgroup divides the order of the group, so 2 would divide an odd number. A threefold axis alone, for example, admits only the colourless group among those with a bijective projection. In Lean the order is `Nat.card G`, which is 0 for an infinite group, so the hypothesis of odd order includes finiteness.

```lean
/-- If `G` has odd order, no operation of a colourless or black-white group over `G` is
combined with time reversal. -/
theorem colourless_of_odd_order (hG : Odd (Nat.card G)) {M : Subgroup (G × ℤˣ)}
    (hM : IsMagneticGroup M) (g : G) : (g, -1) ∉ M := by
  intro hg
  have hd := (unprimed M).index_dvd_card
  rw [(blackWhite_iff hM).mpr ⟨g, hg⟩] at hd
  obtain ⟨k, hk⟩ := hG
  omega

end MagneticGroups
```

```lean
#print axioms MagneticGroups.magnetic_classification
#print axioms MagneticGroups.blackWhite_iff
#print axioms MagneticGroups.magnetic_or_grey
#print axioms MagneticGroups.colourless_of_odd_order
```

```
'MagneticGroups.magnetic_classification' depends on axioms: [propext, Classical.choice, Quot.sound]
'MagneticGroups.blackWhite_iff' depends on axioms: [propext, Classical.choice, Quot.sound]
'MagneticGroups.magnetic_or_grey' depends on axioms: [propext, Classical.choice, Quot.sound]
'MagneticGroups.colourless_of_odd_order' depends on axioms: [propext, Classical.choice, Quot.sound]
```
